# Positive semidefinite coupling cannot raise the direct-RPA polarizability at imaginary frequency or the C6 coefficient

A: Take a molecule with finitely many transitions $p$ from occupied to empty orbitals, orbital-energy gaps $D_p>0$, real transition dipoles $d_p$ along one direction, and a positive semidefinite coupling matrix $K$. In atomic units, its direct-RPA polarizability at imaginary frequency $iu$ is

$$\alpha_K(u)=2\,d^T M(u)^{-1}d,\qquad M(u)=\mathrm{diag}(D_p+u^2/D_p)+2K,$$

and $0\le\alpha_K(u)\le\alpha_0(u)$ for every real $u$. Let two such molecules $A$ and $B$ each have the same polarizability in every direction. Without retardation, their leading dispersion energy at large distance $R$ is $-C_6/R^6$, and the coefficient $C_6=\frac3\pi\int_0^\infty\alpha_A\alpha_B\,du$ is therefore nonnegative and at most its uncoupled value. At $u=0$, raising the gaps with $K$ and $d$ fixed cannot raise $\alpha_K$.

Q: Whose physics is in that matrix? I know RPA as a problem with two blocks, excitation and de-excitation.

A: In direct RPA with real spin orbitals the blocks are $\mathrm{diag}(D)+K$ and $K$. Their difference is $\mathrm{diag}(D)$ and their sum is $\mathrm{diag}(D)+2K$. Write the two amplitudes as $s+it$ and $s-it$, with $s$ and $t$ real. The response equations at $iu$ become

$$D_pt_p=us_p,\qquad D_ps_p+2(Ks)_p+ut_p=d_p.$$

The first gives $t_p=us_p/D_p$. Substituted into the second, it leaves $M(u)s=d$, and the polarizability is $2\,d\cdot s$.

In the file, the index type `n` labels the transitions of one molecule and `m` those of another. `kernel D K u` is $M(u)$.

```lean
import Mathlib

open Matrix MeasureTheory

namespace RPADispersion

noncomputable section

variable {n m : Type*} [DecidableEq n] [DecidableEq m]

/-- The RPA response kernel at imaginary frequency `iu`, for nonzero gaps `D` and
coupling matrix `K`. -/
def kernel (D : n → ℝ) (K : Matrix n n ℝ) (u : ℝ) : Matrix n n ℝ :=
  Matrix.diagonal (fun p => D p + u ^ 2 / D p) + (2 : ℝ) • K
```

Q: And why should $K$ be positive semidefinite?

A: Its elements are Coulomb integrals between transition densities $\rho_p$, so $v^TKv$ is twice the electrostatic self-energy of the density $\sum_p v_p\rho_p$, which is nonnegative. The file assumes this as `K.PosSemidef`, which includes symmetry, and does not derive it from orbitals. With Hartree-Fock exchange in the blocks, their difference is in general no longer diagonal, and the model does not apply.

Positive gaps make the diagonal part of $M(u)$ positive definite. Adding $K$ twice keeps it so, which is how `kernel_posDef` proceeds. The inverse in the polarizability is then a true inverse.

```lean
/-- For positive gaps and positive semidefinite coupling the response kernel is positive
definite at every imaginary frequency. -/
theorem kernel_posDef {D : n → ℝ} {K : Matrix n n ℝ} (hD : ∀ p, 0 < D p)
    (hK : K.PosSemidef) (u : ℝ) : (kernel D K u).PosDef := by
  have h : (Matrix.diagonal (fun p => D p + u ^ 2 / D p)).PosDef :=
    Matrix.PosDef.diagonal (fun p => by have := hD p; positivity)
  rw [kernel, two_smul]
  exact h.add_posSemidef (hK.add hK)

variable [Fintype n] [Fintype m]

/-- The polarizability at imaginary frequency `iu` of a molecule with nonzero gaps `D`, coupling
`K` and transition dipoles `d`, where the response kernel is invertible. -/
def polarizability (D : n → ℝ) (K : Matrix n n ℝ) (d : n → ℝ) (u : ℝ) : ℝ :=
  2 * (d ⬝ᵥ (kernel D K u)⁻¹ *ᵥ d)
```

Q: Your $C_6$ takes two functions. Where are the molecules?

A: They enter when the functions are polarizabilities. `C6 α β` is the Casimir-Polder expression, with `Set.Ioi 0` as the range $(0,\infty)$. The formula is taken as a definition, without retardation. With one dipole component per molecule, it is the usual coefficient for isotropic molecules, whose polarizability is the same in every direction.

```lean
/-- The Casimir-Polder dispersion coefficient of two molecules with polarizabilities `α` and `β`
at imaginary frequency, for an integrable product `α β`. -/
def C6 (α β : ℝ → ℝ) : ℝ :=
  3 / Real.pi * ∫ u in Set.Ioi (0 : ℝ), α u * β u
```

Q: Now the inequality. Inverting a matrix mixes all the transitions, so why does the coupling push the response only one way?

A: Let $A$ now be any positive definite matrix and $W$ a positive semidefinite one. Put $x=A^{-1}d$ and $y=(A+W)^{-1}d$, the responses without and with the extra stiffness. Since $A$ is symmetric and $Ax=d$, we have $x^TAy=d\cdot y$. Hence

$$0\le(x-y)^TA(x-y)=d\cdot x-2\,d\cdot y+y^TAy.$$

From $(A+W)y=d$ we get $y^TAy=d\cdot y-y^TWy$, so

$$d\cdot y\le d\cdot x-y^TWy\le d\cdot x.$$

In the Lean proof, `hx` and `hy` are the two linear equations, `hs` is the symmetry step and `he` is the energy identity for $y$. The final `linarith` combines them with the two nonnegative forms.

```lean
/-- Stiffening a positive definite kernel `A` by a positive semidefinite `W` cannot raise the
response to any field `d`. -/
theorem response_le_of_stiffer {A W : Matrix n n ℝ} (hA : A.PosDef) (hW : W.PosSemidef)
    (d : n → ℝ) : d ⬝ᵥ (A + W)⁻¹ *ᵥ d ≤ d ⬝ᵥ A⁻¹ *ᵥ d := by
  have hx : A *ᵥ (A⁻¹ *ᵥ d) = d := by
    rw [Matrix.mulVec_mulVec, Matrix.mul_nonsing_inv _ hA.det_pos.ne'.isUnit,
      Matrix.one_mulVec]
  have hy : (A + W) *ᵥ ((A + W)⁻¹ *ᵥ d) = d := by
    rw [Matrix.mulVec_mulVec,
      Matrix.mul_nonsing_inv _ (hA.add_posSemidef hW).det_pos.ne'.isUnit, Matrix.one_mulVec]
  have hT : Aᵀ = A := by
    rw [← Matrix.conjTranspose_eq_transpose_of_trivial]
    exact hA.isHermitian
  generalize A⁻¹ *ᵥ d = x at *
  generalize (A + W)⁻¹ *ᵥ d = y at *
  have hs : x ⬝ᵥ A *ᵥ y = d ⬝ᵥ y := by
    rw [Matrix.dotProduct_mulVec, ← Matrix.mulVec_transpose, hT, hx]
  -- the energy of the difference of the two responses is nonnegative
  have h := hA.posSemidef.dotProduct_mulVec_nonneg (x - y)
  rw [star_trivial, Matrix.mulVec_sub, sub_dotProduct, dotProduct_sub, dotProduct_sub,
    hs, hx] at h
  have hw := hW.dotProduct_mulVec_nonneg y
  rw [star_trivial] at hw
  have he : y ⬝ᵥ A *ᵥ y + y ⬝ᵥ W *ᵥ y = y ⬝ᵥ d := by
    rw [← dotProduct_add, ← Matrix.add_mulVec, hy]
  rw [dotProduct_comm d x]
  linarith [dotProduct_comm d y]
```

Q: You defined the polarizability by the inverse, though. What ties it to the response equations you wrote down?

A: The next theorem does. Its hypotheses `h1` and `h2` are those two equations, component by component, and its conclusion is $\alpha_K(u)=2\,d\cdot s$. The proof eliminates $t$ as above and then applies the inverse kernel. The amplitudes are given in the statement; by hand, $s=M(u)^{-1}d$ and $t_p=us_p/D_p$ supply them.

```lean
/-- For positive gaps and positive semidefinite coupling, amplitudes `s` and `t` that solve the
coupled RPA response equations at frequency `iu` give the polarizability as `2 d · s`. -/
theorem polarizability_eq_of_response {D : n → ℝ} {K : Matrix n n ℝ} (hD : ∀ p, 0 < D p)
    (hK : K.PosSemidef) {d s t : n → ℝ} {u : ℝ} (h1 : ∀ p, D p * t p = u * s p)
    (h2 : ∀ p, D p * s p + 2 * (K *ᵥ s) p + u * t p = d p) :
    polarizability D K d u = 2 * (d ⬝ᵥ s) := by
  -- eliminating `t` leaves one equation for `s`
  have h : kernel D K u *ᵥ s = d := by
    ext p
    have ht : t p = u * s p / D p := by
      rw [eq_div_iff (hD p).ne']
      linarith [h1 p]
    have h3 := h2 p
    rw [ht] at h3
    simp only [kernel, Matrix.add_mulVec, Matrix.smul_mulVec, Pi.add_apply, Pi.smul_apply,
      smul_eq_mul, Matrix.mulVec_diagonal]
    rw [← h3]
    ring
  have hs : (kernel D K u)⁻¹ *ᵥ d = s := by
    rw [← h, Matrix.mulVec_mulVec,
      Matrix.nonsing_inv_mul _ (kernel_posDef hD hK u).det_pos.ne'.isUnit, Matrix.one_mulVec]
  rw [polarizability, hs]
```

Q: Does it return the textbook sum over states when the coupling is off?

A: Yes. For $K=0$ the equations separate, with solution

$$s_p=\frac{D_pd_p}{D_p^2+u^2},\qquad t_p=\frac{ud_p}{D_p^2+u^2}.$$

Therefore

$$\alpha_0(u)=\sum_p\frac{2d_p^2D_p}{D_p^2+u^2}.$$

The proof inserts these amplitudes, checks both equations, and uses the previous theorem.

```lean
/-- Without coupling, and for positive gaps, the polarizability at imaginary frequency is the
sum over independent transitions. -/
theorem polarizability_uncoupled {D : n → ℝ} (hD : ∀ p, 0 < D p) (d : n → ℝ) (u : ℝ) :
    polarizability D 0 d u = ∑ p, 2 * d p ^ 2 * D p / (D p ^ 2 + u ^ 2) := by
  have h1 : ∀ p, D p * (u * d p / (D p ^ 2 + u ^ 2)) =
      u * (D p * d p / (D p ^ 2 + u ^ 2)) := fun p => by ring
  have h2 : ∀ p, D p * (D p * d p / (D p ^ 2 + u ^ 2)) +
      2 * ((0 : Matrix n n ℝ) *ᵥ fun q => D q * d q / (D q ^ 2 + u ^ 2)) p +
      u * (u * d p / (D p ^ 2 + u ^ 2)) = d p := fun p => by
    have hq : D p ^ 2 + u ^ 2 ≠ 0 := by have := hD p; positivity
    rw [Matrix.zero_mulVec, Pi.zero_apply]
    calc _ = d p * ((D p ^ 2 + u ^ 2) / (D p ^ 2 + u ^ 2)) := by ring
      _ = d p := by rw [div_self hq, mul_one]
  rw [polarizability_eq_of_response hD Matrix.PosSemidef.zero
    (s := fun p => D p * d p / (D p ^ 2 + u ^ 2))
    (t := fun p => u * d p / (D p ^ 2 + u ^ 2)) h1 h2]
  simp only [dotProduct, Finset.mul_sum]
  exact Finset.sum_congr rfl fun p _ => by ring
```

Q: Then the bound at each frequency follows from the stiffness inequality?

A: The upper bound does, with $A=\mathrm{diag}(D_p+u^2/D_p)$ and $W=2K$, which the code writes as `K + K`. The lower bound holds because the inverse of a positive definite matrix is positive definite. Both sides of the comparison use the same gaps and dipoles.

```lean
/-- For positive gaps and positive semidefinite coupling, the RPA polarizability at every
imaginary frequency lies between zero and the uncoupled one. -/
theorem polarizability_bounds {D : n → ℝ} {K : Matrix n n ℝ} (hD : ∀ p, 0 < D p)
    (hK : K.PosSemidef) (d : n → ℝ) (u : ℝ) :
    0 ≤ polarizability D K d u ∧ polarizability D K d u ≤ polarizability D 0 d u := by
  constructor
  · have h := (kernel_posDef hD hK u).inv.posSemidef.dotProduct_mulVec_nonneg d
    rw [star_trivial] at h
    exact mul_nonneg zero_le_two h
  · have e : kernel D K u = kernel D 0 u + (K + K) := by simp [kernel, two_smul]
    have h := response_le_of_stiffer (kernel_posDef hD Matrix.PosSemidef.zero u) (hK.add hK) d
    rw [← e] at h
    exact mul_le_mul_of_nonneg_left h zero_le_two
```

Q: And the gaps? I would expect a larger gap to mean a less polarizable molecule.

A: At zero frequency, with $K$ and $d$ fixed, larger gaps at least cannot make it more polarizable. If $D_p\le E_p$ for all $p$, the kernel changes from $\mathrm{diag}(D)+2K$ to $\mathrm{diag}(E)+2K$. The difference $W=\mathrm{diag}(E_p-D_p)$ is positive semidefinite, so the same inequality applies. Here `E` holds the raised gaps of the same molecule; in the later theorems it holds the gaps of the second one.

```lean
/-- At fixed positive semidefinite coupling and fixed dipoles, raising positive gaps from `D` to
`E` cannot raise the static RPA polarizability. -/
theorem static_polarizability_antitone {D E : n → ℝ} {K : Matrix n n ℝ} (hD : ∀ p, 0 < D p)
    (hDE : ∀ p, D p ≤ E p) (hK : K.PosSemidef) (d : n → ℝ) :
    polarizability E K d 0 ≤ polarizability D K d 0 := by
  have e : kernel E K 0 = kernel D K 0 + Matrix.diagonal (fun p => E p - D p) := by
    ext i j
    by_cases h : i = j
    · subst h
      simp only [kernel, Matrix.add_apply, Matrix.diagonal_apply_eq]
      ring
    · simp only [kernel, Matrix.add_apply, Matrix.diagonal_apply_ne _ h]
      ring
  have hW : (Matrix.diagonal (fun p => E p - D p)).PosSemidef :=
    Matrix.PosSemidef.diagonal (fun p => sub_nonneg.mpr (hDE p))
  have h := response_le_of_stiffer (kernel_posDef hD hK 0) hW d
  rw [← e] at h
  exact mul_le_mul_of_nonneg_left h zero_le_two
```

Q: Why only at zero frequency?

A: Because the diagonal entry $D_p+u^2/D_p$ need not grow with $D_p$ when $u\ne0$. Take one uncoupled transition with unit dipole at $u=2$. Gap 1 gives $2/(1+4)=2/5$, while gap 2 gives $4/(4+4)=1/2$. The larger gap responds more strongly.

```lean
/-- Away from zero frequency a larger gap can raise the polarizability: for one uncoupled
transition of unit dipole at `u = 2`, gap 2 responds more strongly than gap 1. -/
theorem dynamic_polarizability_not_antitone :
    polarizability (fun _ : Fin 1 => 1) 0 (fun _ => 1) 2 <
      polarizability (fun _ : Fin 1 => 2) 0 (fun _ => 1) 2 := by
  rw [polarizability_uncoupled, polarizability_uncoupled] <;> norm_num
```

Q: Back to $C_6$. You are integrating to infinity. Is the integral finite?

A: It is, and this has to be shown, since Lean assigns the value zero to the integral of a non-integrable function. Each uncoupled term obeys

$$\frac{D_p}{D_p^2+u^2}\le\frac{D_p+1/D_p}{1+u^2}.$$

After cross-multiplication, the right side exceeds the left by $D_p^3+u^2/D_p\ge0$. Summing over transitions and using $\alpha_K\le\alpha_0$ gives

$$\alpha_K(u)\le\frac{C}{1+u^2},\qquad C=\sum_p2d_p^2\left(D_p+\frac1{D_p}\right).$$

In the proof, `key` is the inequality for one transition. Continuity in $u$ comes from writing the inverse as the adjugate divided by the determinant, which is never zero here.

```lean
/-- For positive gaps and positive semidefinite coupling, the polarizability is continuous in `u`
and bounded by a constant times `1 / (1 + u²)`. -/
theorem polarizability_decay {D : n → ℝ} {K : Matrix n n ℝ} (hD : ∀ p, 0 < D p)
    (hK : K.PosSemidef) (d : n → ℝ) :
    Continuous (polarizability D K d) ∧
      ∃ C, 0 ≤ C ∧ ∀ u, polarizability D K d u ≤ C * (1 + u ^ 2)⁻¹ := by
  constructor
  · have hd : Continuous (fun (u : ℝ) (p : n) => D p + u ^ 2 / D p) :=
      continuous_pi fun p => by fun_prop
    have hk : Continuous (fun u => kernel D K u) := by
      unfold kernel
      exact hd.matrix_diagonal.add (continuous_const : Continuous fun _ : ℝ => (2 : ℝ) • K)
    have hi : Continuous (fun u => (kernel D K u)⁻¹) := by
      simp only [Matrix.inv_def, Ring.inverse_eq_inv']
      exact (hk.matrix_det.inv₀ fun u => (kernel_posDef hD hK u).det_pos.ne').smul
        hk.matrix_adjugate
    unfold polarizability
    simp only [dotProduct, Matrix.mulVec]
    exact continuous_const.mul (continuous_finsetSum _ fun i _ => continuous_const.mul
      (continuous_finsetSum _ fun j _ => (hi.matrix_elem i j).mul continuous_const))
  · refine ⟨∑ p, 2 * d p ^ 2 * (D p + (D p)⁻¹), Finset.sum_nonneg fun p _ => ?_, fun u => ?_⟩
    · have := hD p
      positivity
    · refine (polarizability_bounds hD hK d u).2.trans ?_
      rw [polarizability_uncoupled hD, Finset.sum_mul]
      refine Finset.sum_le_sum fun p _ => ?_
      have hp := hD p
      -- each transition separately decays like a Lorentzian
      have key : D p / (D p ^ 2 + u ^ 2) ≤ (D p + (D p)⁻¹) / (1 + u ^ 2) := by
        rw [div_le_div_iff₀ (by positivity) (by positivity)]
        have hi : (D p)⁻¹ * D p = 1 := inv_mul_cancel₀ hp.ne'
        have e : (D p + (D p)⁻¹) * (D p ^ 2 + u ^ 2) =
            D p * (1 + u ^ 2) + (D p ^ 3 + u ^ 2 * (D p)⁻¹) := by
          linear_combination D p * hi
        have h0 : 0 ≤ D p ^ 3 + u ^ 2 * (D p)⁻¹ := by positivity
        linarith
      calc 2 * d p ^ 2 * D p / (D p ^ 2 + u ^ 2)
          = 2 * d p ^ 2 * (D p / (D p ^ 2 + u ^ 2)) := by ring
        _ ≤ 2 * d p ^ 2 * ((D p + (D p)⁻¹) / (1 + u ^ 2)) :=
          mul_le_mul_of_nonneg_left key (by positivity)
        _ = 2 * d p ^ 2 * (D p + (D p)⁻¹) * (1 + u ^ 2)⁻¹ := by ring
```

A: For two molecules with constants $C_A$ and $C_B$, the product of polarizabilities is at most $C_AC_B/(1+u^2)^2\le C_AC_B/(1+u^2)$, which is integrable. The code calls these constants `A` and `B`. Continuity supplies the measurability.

```lean
/-- For two molecules with positive gaps and positive semidefinite couplings, the Casimir-Polder
integrand is integrable over positive `u`. -/
theorem casimirPolder_integrable {D : n → ℝ} {K : Matrix n n ℝ} {E : m → ℝ}
    {L : Matrix m m ℝ} (hD : ∀ p, 0 < D p) (hK : K.PosSemidef) (hE : ∀ p, 0 < E p)
    (hL : L.PosSemidef) (d : n → ℝ) (e : m → ℝ) :
    IntegrableOn (fun u => polarizability D K d u * polarizability E L e u) (Set.Ioi 0) := by
  obtain ⟨hc, A, hA, ha⟩ := polarizability_decay hD hK d
  obtain ⟨hc', B, hB, hb⟩ := polarizability_decay hE hL e
  refine Integrable.integrableOn ((integrable_inv_one_add_sq.const_mul (A * B)).mono'
    (hc.mul hc').aestronglyMeasurable (Filter.Eventually.of_forall fun u => ?_))
  have ha0 := (polarizability_bounds hD hK d u).1
  have hb0 := (polarizability_bounds hE hL e u).1
  have hw : (1 + u ^ 2)⁻¹ ≤ 1 := inv_le_one_of_one_le₀ (by nlinarith [sq_nonneg u])
  rw [Real.norm_of_nonneg (mul_nonneg ha0 hb0)]
  calc polarizability D K d u * polarizability E L e u
      ≤ (A * (1 + u ^ 2)⁻¹) * (B * (1 + u ^ 2)⁻¹) :=
        mul_le_mul (ha u) (hb u) hb0 (ha0.trans (ha u))
    _ = A * B * (1 + u ^ 2)⁻¹ * (1 + u ^ 2)⁻¹ := by ring
    _ ≤ A * B * (1 + u ^ 2)⁻¹ := mul_le_of_le_one_right (by positivity) hw
```

Q: So what may I conclude about a real calculation?

A: For direct RPA in a finite transition space with positive gaps, switching on the positive semidefinite coupling at fixed gaps and dipoles can only lower $C_6$ or leave it unchanged. If these conditions hold, a computed value that exceeds the uncoupled one from the same input by more than the numerical error therefore points to a fault in the calculation. The theorem does not compare calculations with different orbitals, nor say which value is closer to experiment.

The last step multiplies the bounds. Since all the factors are nonnegative,

$$0\le\alpha_A(u)\alpha_B(u)\le\alpha_{A,0}(u)\alpha_{B,0}(u),$$

where the subscript 0 marks the uncoupled molecules. Integrating and multiplying by $3/\pi$ gives both parts of the claim. In Lean, `integral_nonneg` gives the first and `integral_mono` the second, with `K`, `d` for one molecule and `L`, `e` for the other.

```lean
/-- For two molecules with positive gaps and positive semidefinite couplings, the RPA dispersion
coefficient is nonnegative and at most the uncoupled one. -/
theorem C6_rpa_le_uncoupled {D : n → ℝ} {K : Matrix n n ℝ} {E : m → ℝ}
    {L : Matrix m m ℝ} (hD : ∀ p, 0 < D p) (hK : K.PosSemidef) (hE : ∀ p, 0 < E p)
    (hL : L.PosSemidef) (d : n → ℝ) (e : m → ℝ) :
    0 ≤ C6 (polarizability D K d) (polarizability E L e) ∧
      C6 (polarizability D K d) (polarizability E L e) ≤
        C6 (polarizability D 0 d) (polarizability E 0 e) := by
  have hpi : 0 ≤ 3 / Real.pi := by positivity
  have hA := polarizability_bounds hD hK d
  have hB := polarizability_bounds hE hL e
  constructor
  · exact mul_nonneg hpi (integral_nonneg fun u => mul_nonneg (hA u).1 (hB u).1)
  · refine mul_le_mul_of_nonneg_left ?_ hpi
    -- the pointwise bound is integrated over positive `u`
    exact integral_mono (casimirPolder_integrable hD hK hE hL d e)
      (casimirPolder_integrable hD Matrix.PosSemidef.zero hE Matrix.PosSemidef.zero d e)
      fun u => mul_le_mul (hA u).2 (hB u).2 (hB u).1 ((hA u).1.trans (hA u).2)

end

end RPADispersion
```

```lean
#print axioms RPADispersion.static_polarizability_antitone
#print axioms RPADispersion.dynamic_polarizability_not_antitone
#print axioms RPADispersion.C6_rpa_le_uncoupled
```

```
'RPADispersion.static_polarizability_antitone' depends on axioms: [propext, Classical.choice, Quot.sound]
'RPADispersion.dynamic_polarizability_not_antitone' depends on axioms: [propext, Classical.choice, Quot.sound]
'RPADispersion.C6_rpa_le_uncoupled' depends on axioms: [propext, Classical.choice, Quot.sound]
```
